# A block upper triangular matrix whose diagonal blocks share no eigenvalue commutes with exactly one idempotent [[1, X], [0, 0]]

Let A and D be complex square matrices without a common eigenvalue, and let B be any matrix of fitting size. Then exactly one X makes the idempotent [[1, X], [0, 0]] commute with [[A, B], [0, D]], and this X solves a linear equation. If a matrix M is brought to this block form by a unitary matrix, rotating the idempotent back gives a projector that keeps the generalized eigenvectors belonging to A and removes those belonging to D.

For a non-Hermitian effective Hamiltonian represented by a finite matrix, such a projector separates one group of decaying states from the rest, provided that the two groups share no eigenvalue.

The finite index types `m` and `n` label the two blocks, and either may be empty. The full space is indexed by `m ⊕ n`, with the A block first.

```lean
import Mathlib

open Matrix

namespace SchurSpectralProjector

noncomputable section

variable {m n : Type*} [Fintype m] [DecidableEq m] [Fintype n] [DecidableEq n]
```

Write T for the block triangular matrix [[A, B], [0, D]]. The blocks A and D need not be triangular themselves.

```lean
/-- The block upper triangular matrix `[[A, B], [0, D]]`. -/
def schurBlock (A : Matrix m m ℂ) (B : Matrix m n ℂ) (D : Matrix n n ℂ) :
    Matrix (m ⊕ n) (m ⊕ n) ℂ := fromBlocks A B 0 D
```

Write P(X) for [[1, X], [0, 0]]. It is Hermitian only for X = 0, so in general it projects obliquely.

```lean
/-- The block matrix `[[1, X], [0, 0]]`. -/
def blockProjector (X : Matrix m n ℂ) : Matrix (m ⊕ n) (m ⊕ n) ℂ :=
  fromBlocks 1 X 0 0
```

The Sylvester operator S acts linearly on rectangular matrices by S(X) = AX − XD.

```lean
/-- The Sylvester operator `X ↦ A X - X D`. -/
def sylvester (A : Matrix m m ℂ) (D : Matrix n n ℂ) :
    Matrix m n ℂ →ₗ[ℂ] Matrix m n ℂ where
  toFun X := A * X - X * D
  map_add' X Y := by
    rw [Matrix.mul_add, Matrix.add_mul]
    abel
  map_smul' c X := by
    simp [Matrix.mul_smul, Matrix.smul_mul, smul_sub]
```

## (a) Idempotence for every X

Show that P(X) is a projector, whatever X is:

P(X) P(X) = P(X).

**Solution.** The upper blocks of the product are 1·1 + X·0 = 1 and 1·X + X·0 = X. The lower blocks vanish. In Lean, `fromBlocks_multiply` carries out this block multiplication.

```lean
/-- The block matrix `[[1, X], [0, 0]]` is idempotent for every `X`. -/
theorem blockProjector_idempotent (X : Matrix m n ℂ) :
    blockProjector X * blockProjector X = blockProjector X := by
  simp [blockProjector, fromBlocks_multiply]
```

## (b) Commutation as a linear equation

Find the condition on X for P(X) to commute with T. The answer to be shown is

P(X) T = T P(X) ⇔ AX − XD = B.

**Solution.** Multiply the blocks in both orders:

P(X) T = [[A, B + XD], [0, 0]]
T P(X) = [[A, AX], [0, 0]]

Only the upper right blocks can differ, and they agree when B + XD = AX. The proof compares the blocks with `fromBlocks_inj`. No assumption on the eigenvalues is needed here.

```lean
omit [DecidableEq n] in
/-- The projector `[[1, X], [0, 0]]` commutes with `[[A, B], [0, D]]` exactly when
`X` solves the Sylvester equation `A X - X D = B`. -/
theorem commute_iff_sylvester (A : Matrix m m ℂ) (B X : Matrix m n ℂ) (D : Matrix n n ℂ) :
    blockProjector X * schurBlock A B D = schurBlock A B D * blockProjector X ↔
      A * X - X * D = B := by
  rw [blockProjector, schurBlock, fromBlocks_multiply, fromBlocks_multiply, fromBlocks_inj,
    sub_eq_iff_eq_add]
  simp only [Matrix.one_mul, Matrix.mul_one, Matrix.mul_zero, Matrix.zero_mul, add_zero,
    true_and, and_true]
  exact eq_comm
```

## (c) Intertwining carries over to polynomials

Let M and N be square and R rectangular, with MR = RN. Show for every complex polynomial p that

p(M) R = R p(N).

**Solution.** For powers, use induction. The case k = 0 is R = R, and

Mᵏ⁺¹R = Mᵏ(MR) = MᵏRN = RNᵏN = RNᵏ⁺¹.

Multiplying by coefficients and adding gives the claim for p. The Lean proof likewise splits p into sums and monomials, with an inner induction on the exponent. `Polynomial.aeval M p` stands for p(M).

```lean
/-- If `R` intertwines `M` and `N`, it intertwines every polynomial in them. -/
theorem aeval_intertwine {M : Matrix m m ℂ} {N : Matrix n n ℂ} {R : Matrix m n ℂ}
    (h : M * R = R * N) (p : Polynomial ℂ) :
    Polynomial.aeval M p * R = R * Polynomial.aeval N p := by
  induction p using Polynomial.induction_on' with
  | add p q hp hq => rw [map_add, map_add, Matrix.add_mul, Matrix.mul_add, hp, hq]
  | monomial k a =>
    have hk : M ^ k * R = R * N ^ k := by
      induction k with
      | zero => simp
      | succ k ih =>
        rw [pow_succ, Matrix.mul_assoc, h, ← Matrix.mul_assoc, ih, Matrix.mul_assoc,
          ← pow_succ]
    rw [Polynomial.aeval_monomial, Polynomial.aeval_monomial, ← Algebra.smul_def,
      ← Algebra.smul_def, Matrix.smul_mul, Matrix.mul_smul, hk]
```

## (d) Eigenvalues through the determinant

Mathlib defines `spectrum ℂ A`, written σ(A) below, as the set of z for which z1 − A is not invertible. Show that

z ∈ σ(A) ⇔ det(z1 − A) = 0.

**Solution.** A complex matrix is invertible exactly when its determinant is nonzero. Negating both sides gives the claim.

```lean
/-- A number `z` is in the spectrum of `A` exactly when `det (z - A) = 0`. -/
theorem mem_spectrum_iff_det (A : Matrix m m ℂ) (z : ℂ) :
    z ∈ spectrum ℂ A ↔ (z • (1 : Matrix m m ℂ) - A).det = 0 := by
  rw [spectrum.mem_iff, Matrix.isUnit_iff_isUnit_det, isUnit_iff_ne_zero, not_not,
    Algebra.algebraMap_eq_smul_one]
```

## (e) No nonzero intertwiner between disjoint spectra

Suppose that σ(A) and σ(D) are disjoint. Show that

AX = XD ⇒ X = 0.

**Solution.** Let χ(z) = det(z1 − A) be the characteristic polynomial of A. By (c),

χ(A) X = X χ(D).

The left side is zero by the Cayley–Hamilton theorem. The eigenvalues of χ(D) are the numbers χ(μ) with μ ∈ σ(D). None of them is zero, since by (d) a zero of χ is an eigenvalue of A. So χ(D) has an inverse C, and

X = X χ(D) C = 0.

In the code, `key` is the intertwining relation after Cayley–Hamilton, and `hu` is the invertibility of χ(D). An empty `n` is treated first, because the spectral mapping lemma used here needs a nonempty spectrum.

```lean
/-- If `A` and `D` have no common eigenvalue, only `X = 0` satisfies `A X = X D`. -/
theorem eq_zero_of_intertwine {A : Matrix m m ℂ} {D : Matrix n n ℂ} {X : Matrix m n ℂ}
    (hAD : Disjoint (spectrum ℂ A) (spectrum ℂ D)) (h : A * X = X * D) : X = 0 := by
  rcases isEmpty_or_nonempty n with hn | hn
  · ext i j
    exact hn.elim j
  -- Cayley-Hamilton for `A` leaves `X χ_A(D) = 0`
  have key := aeval_intertwine h A.charpoly
  rw [Matrix.aeval_self_charpoly, Matrix.zero_mul] at key
  -- spectral mapping makes `χ_A(D)` invertible
  have hu : IsUnit (Polynomial.aeval D A.charpoly) := by
    rw [← spectrum.zero_notMem_iff ℂ, spectrum.map_polynomial_aeval_of_nonempty D _
      (spectrum.nonempty_of_isAlgClosed_of_finiteDimensional ℂ D)]
    rintro ⟨k, hkD, hk⟩
    refine Set.disjoint_left.mp hAD ?_ hkD
    rw [mem_spectrum_iff_det]
    have hk' : A.charpoly.eval k = 0 := hk
    rwa [Matrix.eval_charpoly, Matrix.scalar_apply, ← Matrix.smul_one_eq_diagonal] at hk'
  obtain ⟨C, hC⟩ := hu.exists_right_inv
  calc X = X * (Polynomial.aeval D A.charpoly * C) := by rw [hC, Matrix.mul_one]
    _ = 0 := by rw [← Matrix.mul_assoc, ← key, Matrix.zero_mul]
```

## (f) When the Sylvester operator is invertible

Show that

S is bijective ⇔ σ(A) ∩ σ(D) = ∅.

**Solution.** Suppose first that z is a common eigenvalue. Choose a nonzero column v with Av = zv and a nonzero row wᵀ with wᵀD = zwᵀ. Then

S(vwᵀ) = (Av)wᵀ − v(wᵀD) = zvwᵀ − zvwᵀ = 0.

Some entry vᵢwⱼ is nonzero, so S is not injective. The row wᵀ is a plain transpose, without complex conjugation; `vecMulVec v w` is the matrix vwᵀ.

If the spectra are disjoint, (e) shows that the kernel of S is zero. An injective linear map of a finite-dimensional space into itself is also surjective, which is the step `LinearMap.injective_iff_surjective`.

```lean
/-- The Sylvester operator is bijective exactly when `A` and `D` have no common
eigenvalue. -/
theorem sylvester_bijective_iff (A : Matrix m m ℂ) (D : Matrix n n ℂ) :
    Function.Bijective (sylvester A D) ↔ Disjoint (spectrum ℂ A) (spectrum ℂ D) := by
  constructor
  · intro hb
    refine Set.disjoint_left.mpr fun z hA hD => ?_
    rw [mem_spectrum_iff_det] at hA hD
    obtain ⟨v, hv, hAv⟩ := Matrix.exists_mulVec_eq_zero_iff.mpr hA
    obtain ⟨w, hw, hDw⟩ := Matrix.exists_vecMul_eq_zero_iff.mpr hD
    have hAv' : A *ᵥ v = z • v := by
      rw [Matrix.sub_mulVec, Matrix.smul_mulVec, Matrix.one_mulVec, sub_eq_zero] at hAv
      exact hAv.symm
    have hDw' : w ᵥ* D = z • w := by
      rw [Matrix.vecMul_sub, Matrix.vecMul_smul, Matrix.vecMul_one, sub_eq_zero] at hDw
      exact hDw.symm
    -- the rank-one matrix `v wᵀ` lies in the kernel
    have h0 : sylvester A D (vecMulVec v w) = 0 := by
      change A * vecMulVec v w - vecMulVec v w * D = 0
      rw [Matrix.mul_vecMulVec, Matrix.vecMulVec_mul, hAv', hDw']
      ext i j
      simp only [Matrix.sub_apply, vecMulVec_apply, Pi.smul_apply, smul_eq_mul,
        Matrix.zero_apply]
      ring
    have hX : vecMulVec v w = 0 := hb.1 (h0.trans (map_zero _).symm)
    obtain ⟨i, hi⟩ := Function.ne_iff.mp hv
    obtain ⟨j, hj⟩ := Function.ne_iff.mp hw
    exact mul_ne_zero hi hj (congrFun (congrFun hX i) j)
  · intro hAD
    have hinj : Function.Injective (sylvester A D) := by
      rw [injective_iff_map_eq_zero]
      intro X hX
      exact eq_zero_of_intertwine hAD (sub_eq_zero.mp hX)
    exact ⟨hinj, LinearMap.injective_iff_surjective.mp hinj⟩
```

## (g) The unique commuting projector

Let the spectra be disjoint and B be given. Show that there is an X with AX − XD = B such that, for every Y,

P(Y) T = T P(Y) ⇔ Y = X.

**Solution.** By (f), S is surjective, so some X satisfies S(X) = B. By (b), P(Y) commutes with T exactly when S(Y) = B = S(X), and injectivity turns this into Y = X. In Lean, `hb.2` supplies surjectivity and `hb.1` injectivity. The uniqueness is among idempotents of the form P(Y); the identity, for example, also commutes with T.

```lean
/-- If `A` and `D` have no common eigenvalue, the Sylvester equation `A X - X D = B` has a
solution `X`, and `[[1, Y], [0, 0]]` commutes with `[[A, B], [0, D]]` exactly for `Y = X`. -/
theorem commuting_projector_unique {A : Matrix m m ℂ} {D : Matrix n n ℂ}
    (hAD : Disjoint (spectrum ℂ A) (spectrum ℂ D)) (B : Matrix m n ℂ) :
    ∃ X : Matrix m n ℂ, A * X - X * D = B ∧ ∀ Y : Matrix m n ℂ,
      blockProjector Y * schurBlock A B D = schurBlock A B D * blockProjector Y ↔ Y = X := by
  have hb := (sylvester_bijective_iff A D).mpr hAD
  obtain ⟨X, hX⟩ := hb.2 B
  have hX' : A * X - X * D = B := hX
  refine ⟨X, hX', fun Y => ?_⟩
  rw [commute_iff_sylvester]
  constructor
  · intro hY
    exact hb.1 (Eq.trans hY hX.symm)
  · rintro rfl
    exact hX'
```

## (h) Disjoint spectra are also necessary

Show that the eigenvalue condition is equivalent to unique solvability for all couplings B:

(for every B there is exactly one X with P(X) T = T P(X)) ⇔ σ(A) ∩ σ(D) = ∅.

**Solution.** By (b), the left side says that S(X) = B has exactly one solution for every B. That is bijectivity of S, and (f) finishes the argument. The Lean proof rewrites both sides in this way.

```lean
/-- Every coupling `B` admits exactly one commuting projector `[[1, X], [0, 0]]` if and only
if `A` and `D` have no common eigenvalue. -/
theorem existsUnique_projector_iff (A : Matrix m m ℂ) (D : Matrix n n ℂ) :
    (∀ B : Matrix m n ℂ, ∃! X : Matrix m n ℂ,
      blockProjector X * schurBlock A B D = schurBlock A B D * blockProjector X) ↔
      Disjoint (spectrum ℂ A) (spectrum ℂ D) := by
  rw [← sylvester_bijective_iff, Function.bijective_iff_existsUnique]
  simp only [commute_iff_sylvester]
  exact Iff.rfl
```

## (i) Intertwiners and generalized eigenvectors

Let MR = RN, and let z not be an eigenvalue of M. Show for every natural number k and every vector v that

(N − z1)ᵏ v = 0 ⇒ Rv = 0.

**Solution.** Apply (c) to p(x) = (x − z)ᵏ:

(M − z1)ᵏ Rv = R (N − z1)ᵏ v = 0.

The matrix M − z1 is invertible, and so is its k-th power. Hence Rv = 0. In the code, `C` is a left inverse of that power, and `*ᵥ` applies a matrix to a column vector.

```lean
/-- If `M R = R N` and `z` is not an eigenvalue of `M`, then `R` annihilates every
generalized eigenvector of `N` for `z`. -/
theorem intertwiner_annihilates {M : Matrix m m ℂ} {N : Matrix n n ℂ} {R : Matrix m n ℂ}
    (h : M * R = R * N) {z : ℂ} (hz : z ∉ spectrum ℂ M) {k : ℕ} {v : n → ℂ}
    (hv : (N - z • (1 : Matrix n n ℂ)) ^ k *ᵥ v = 0) : R *ᵥ v = 0 := by
  have key := aeval_intertwine h ((Polynomial.X - Polynomial.C z) ^ k)
  simp only [map_pow, map_sub, Polynomial.aeval_X, Polynomial.aeval_C,
    Algebra.algebraMap_eq_smul_one] at key
  have hu : IsUnit (M - z • (1 : Matrix m m ℂ)) := by
    rw [spectrum.mem_iff, not_not, Algebra.algebraMap_eq_smul_one] at hz
    have h' := hz.neg
    rwa [neg_sub] at h'
  obtain ⟨C, hC⟩ := (hu.pow k).exists_left_inv
  calc R *ᵥ v = (C * ((M - z • (1 : Matrix m m ℂ)) ^ k * R)) *ᵥ v := by
        rw [← Matrix.mul_assoc, hC, Matrix.one_mul]
    _ = 0 := by
        rw [key, ← Matrix.mulVec_mulVec, ← Matrix.mulVec_mulVec, hv, Matrix.mulVec_zero,
          Matrix.mulVec_zero]
```

## (j) The spectral projector of the original matrix

Now let M = UTU† with U unitary, σ(A) and σ(D) disjoint, and AX − XD = B. Put Q = U P(X) U†. Show that

Q² = Q,
Qv = v if (M − z1)ᵏ v = 0 for some z ∈ σ(A) and some k,
Qv = 0 if (M − z1)ᵏ v = 0 for some z ∈ σ(D) and some k.

**Solution.** Since U†U = 1, part (a) gives Q² = U P(X)² U† = Q. For the other two claims, write U†v = (a, b) in blocks and note that U†M = TU†.

The row block (0, 1) satisfies

D (0, 1) = (0, D) = (0, 1) T,

so R = (0, 1)U† obeys DR = RM. If z ∈ σ(A), then z ∉ σ(D), and (i), with D and M in the places of its M and N, gives b = Rv = 0. Then P(X)(a, 0) = (a, 0), and therefore Qv = UU†v = v.

The row block (1, X) satisfies

(1, X) T = (A, B + XD) = (A, AX) = A (1, X).

If z ∈ σ(D), the same argument gives a + Xb = 0. Since P(X)(a, b) = (a + Xb, 0), it follows that Qv = 0.

In the code, `fromCols` builds the row blocks, `hr` is the relation with T, `hR` the one with M, and `hP` the action of P(X) on U†v.

The factorisation M = UTU† is a hypothesis, as is the grouping of the eigenvalues into two disjoint sets; a Schur decomposition with suitably ordered eigenvalues supplies both. That Q is fully determined by its action on these vectors rests on the familiar fact, not part of the theorem, that the generalized eigenvectors of M span the space.

```lean
/-- Let `A` and `D` have no common eigenvalue. For `M = U [[A, B], [0, D]] U†` with `U` unitary and
`A X - X D = B`, the matrix `U [[1, X], [0, 0]] U†` is idempotent, fixes the generalized
eigenvectors of `M` with eigenvalue in the spectrum of `A`, and annihilates those with eigenvalue in
that of `D`. -/
theorem schur_spectral_projector {A : Matrix m m ℂ} {B X : Matrix m n ℂ} {D : Matrix n n ℂ}
    {M U : Matrix (m ⊕ n) (m ⊕ n) ℂ} (hAD : Disjoint (spectrum ℂ A) (spectrum ℂ D))
    (hX : A * X - X * D = B) (hU : U ∈ Matrix.unitaryGroup (m ⊕ n) ℂ)
    (hM : M = U * schurBlock A B D * Uᴴ) :
    (U * blockProjector X * Uᴴ) * (U * blockProjector X * Uᴴ) = U * blockProjector X * Uᴴ ∧
    (∀ z ∈ spectrum ℂ A, ∀ (k : ℕ) (v : m ⊕ n → ℂ),
      (M - z • (1 : Matrix (m ⊕ n) (m ⊕ n) ℂ)) ^ k *ᵥ v = 0 →
        (U * blockProjector X * Uᴴ) *ᵥ v = v) ∧
    (∀ z ∈ spectrum ℂ D, ∀ (k : ℕ) (v : m ⊕ n → ℂ),
      (M - z • (1 : Matrix (m ⊕ n) (m ⊕ n) ℂ)) ^ k *ᵥ v = 0 →
        (U * blockProjector X * Uᴴ) *ᵥ v = 0) := by
  have hU2 : U * Uᴴ = 1 := Matrix.mem_unitaryGroup_iff.mp hU
  have hU1 : Uᴴ * U = 1 := mul_eq_one_comm.mp hU2
  have hT : Uᴴ * M = schurBlock A B D * Uᴴ := by
    rw [hM, ← Matrix.mul_assoc, ← Matrix.mul_assoc, hU1, Matrix.one_mul]
  refine ⟨?_, ?_, ?_⟩
  · calc (U * blockProjector X * Uᴴ) * (U * blockProjector X * Uᴴ)
        = U * blockProjector X * (Uᴴ * U) * blockProjector X * Uᴴ := by
          simp only [Matrix.mul_assoc]
      _ = U * blockProjector X * Uᴴ := by
          rw [hU1, Matrix.mul_one, Matrix.mul_assoc U, blockProjector_idempotent]
  · intro z hz k v hv
    -- the row block `(0, 1)` intertwines the triangular matrix with `D`
    have hr : D * fromCols (0 : Matrix n m ℂ) (1 : Matrix n n ℂ) =
        fromCols (0 : Matrix n m ℂ) (1 : Matrix n n ℂ) * schurBlock A B D := by
      rw [schurBlock, Matrix.mul_fromCols, Matrix.fromCols_mul_fromBlocks]
      simp
    have hR : D * (fromCols (0 : Matrix n m ℂ) (1 : Matrix n n ℂ) * Uᴴ) =
        (fromCols (0 : Matrix n m ℂ) (1 : Matrix n n ℂ) * Uᴴ) * M := by
      rw [Matrix.mul_assoc _ Uᴴ M, hT, ← Matrix.mul_assoc, hr, Matrix.mul_assoc]
    have h0 := intertwiner_annihilates hR (Set.disjoint_left.mp hAD hz) hv
    rw [← Matrix.mulVec_mulVec, Matrix.fromCols_mulVec, Matrix.zero_mulVec,
      Matrix.one_mulVec, zero_add] at h0
    have hP : blockProjector X *ᵥ (Uᴴ *ᵥ v) = Uᴴ *ᵥ v := by
      rw [blockProjector, Matrix.fromBlocks_mulVec, h0]
      funext i
      rcases i with i | i
      · simp
      · have hi : (Uᴴ *ᵥ v) (Sum.inr i) = 0 := congrFun h0 i
        rw [hi]
        simp
    rw [← Matrix.mulVec_mulVec, ← Matrix.mulVec_mulVec, hP, Matrix.mulVec_mulVec, hU2,
      Matrix.one_mulVec]
  · intro z hz k v hv
    -- the row block `(1, X)` intertwines the triangular matrix with `A`
    have hr : A * fromCols (1 : Matrix m m ℂ) X =
        fromCols (1 : Matrix m m ℂ) X * schurBlock A B D := by
      rw [schurBlock, Matrix.mul_fromCols, Matrix.fromCols_mul_fromBlocks,
        sub_eq_iff_eq_add.mp hX]
      simp
    have hR : A * (fromCols (1 : Matrix m m ℂ) X * Uᴴ) =
        (fromCols (1 : Matrix m m ℂ) X * Uᴴ) * M := by
      rw [Matrix.mul_assoc _ Uᴴ M, hT, ← Matrix.mul_assoc, hr, Matrix.mul_assoc]
    have h0 := intertwiner_annihilates hR (Set.disjoint_right.mp hAD hz) hv
    rw [← Matrix.mulVec_mulVec, Matrix.fromCols_mulVec, Matrix.one_mulVec] at h0
    have hP : blockProjector X *ᵥ (Uᴴ *ᵥ v) = 0 := by
      rw [blockProjector, Matrix.fromBlocks_mulVec, Matrix.one_mulVec, h0]
      funext i
      rcases i with i | i <;> simp
    rw [← Matrix.mulVec_mulVec, ← Matrix.mulVec_mulVec, hP, Matrix.mulVec_zero]

end

end SchurSpectralProjector
```

```lean
#print axioms SchurSpectralProjector.blockProjector_idempotent
#print axioms SchurSpectralProjector.commuting_projector_unique
#print axioms SchurSpectralProjector.existsUnique_projector_iff
#print axioms SchurSpectralProjector.schur_spectral_projector
```

```
'SchurSpectralProjector.blockProjector_idempotent' depends on axioms: [propext, Classical.choice, Quot.sound]
'SchurSpectralProjector.commuting_projector_unique' depends on axioms: [propext, Classical.choice, Quot.sound]
'SchurSpectralProjector.existsUnique_projector_iff' depends on axioms: [propext, Classical.choice, Quot.sound]
'SchurSpectralProjector.schur_spectral_projector' depends on axioms: [propext, Classical.choice, Quot.sound]
```
